# Boson-fermion reciprocity for canonical ideal gases with finitely many modes

Summed state by state, the canonical partition function of 20 non-interacting bosons in 10 modes has 10,015,005 terms, and the sum for 21 particles starts again from nothing. The fixed particle number couples the modes, so the sum does not factor into single-mode sums. The fermion sums for the same modes are far shorter: for all particle numbers together they contain \(2^{10}=1024\) terms. An alternating identity ties the two families together and gives the boson sum for one or more particles from fermion sums and the boson sums for fewer particles. For non-interacting particles with a finite one-particle spectrum, it can serve as a recursion or as a consistency check on computed canonical partition sums.

## The alternating sum and its derivation

Let \(i\) run over a finite set of \(M\) modes with real energies \(e_i\), and let \(b\) be a real number, physically the inverse temperature \(1/(k_BT)\). A many-particle state is given by occupation numbers \(n_i\in\{0,1,2,\dots\}\) and has energy \(E(n)=\sum_i n_i e_i\). With \(x_i=e^{-b e_i}\), its Boltzmann factor splits over the modes:

\[
e^{-bE(n)}=\prod_i e^{-b n_i e_i}=\prod_i x_i^{n_i}.
\]

The canonical sums for \(N\) particles are

\[
Z^B_N=\sum_{\sum_i n_i=N}\ \prod_i x_i^{n_i},\qquad
Z^F_N=\sum_{\substack{\sum_i n_i=N\\ n_i\le 1}}\ \prod_i x_i^{n_i}.
\]

The claim is that for \(N\ge 1\)

\[
\sum_{k=0}^{N}(-1)^k Z^F_k\,Z^B_{N-k}=0 .
\]

Introduce a formal variable \(t\) that counts particles, and set

\[
B(t)=\prod_i\sum_{k\ge 0}x_i^k t^k,\qquad F(t)=\prod_i(1-x_i t).
\]

To obtain \(t^N\) in \(B(t)\), one picks a power \(n_i\) from each factor with \(\sum_i n_i=N\). The coefficient is therefore \(Z^B_N\). In \(F(t)\) each factor offers only \(n_i=0\) or \(n_i=1\), and each occupied mode brings a minus sign. The signs multiply to \((-1)^N\), so the coefficient is \((-1)^N Z^F_N\).

In a single mode the product \((1-x_i t)\sum_k x_i^k t^k\) has constant term 1, and its coefficient of \(t^{k+1}\) is \(x_i^{k+1}-x_i\,x_i^k=0\). Each mode thus contributes the factor 1, and \(F(t)B(t)=1\). The coefficient of \(t^N\) on the left is the alternating sum; on the right it is 1 for \(N=0\) and 0 for \(N\ge1\).

The only state without particles has energy zero, so \(Z^F_0=1\). Writing the identity for \(N+1\) particles, isolating the term without fermions and shifting the index gives

\[
Z^B_{N+1}=\sum_{k=0}^{N}(-1)^k Z^F_{k+1}\,Z^B_{N-k}.
\]

More than \(M\) fermions do not fit into \(M\) modes, so \(Z^F_{k+1}=0\) for \(k\ge M\). If \(M\le N+1\), the sum can stop at \(k=M-1\). The terms alternate in sign, so in floating-point arithmetic digits can be lost by cancellation.

## Two modes with Boltzmann factors 1 and 1/2

Take \(b=1\), \(e_1=0\) and \(e_2=\ln 2\), so that \(x_1=1\) and \(x_2=\tfrac12\). Direct summation gives

\[
Z^F_0=1,\quad Z^F_1=\tfrac32,\quad Z^F_2=\tfrac12,\qquad
Z^B_0=1,\quad Z^B_1=\tfrac32,\quad Z^B_2=1+\tfrac12+\tfrac14=\tfrac74 .
\]

For \(N=2\) the alternating sum is \(\tfrac74-\tfrac32\cdot\tfrac32+\tfrac12=0\). The recursion then needs two terms for three bosons:

\[
Z^B_3=Z^F_1Z^B_2-Z^F_2Z^B_1=\tfrac{21}{8}-\tfrac34=\tfrac{15}{8},
\]

which agrees with the direct sum \(1+\tfrac12+\tfrac14+\tfrac18\).

## Occupation numbers and Boltzmann factors in Lean

The modes form a finite type `ι`. The states of a degenerate level are separate elements of `ι` with equal energies, and spin states are counted as separate modes.

```lean
import Mathlib

namespace CanonicalBosonFermion

noncomputable section

variable {ι : Type*} [Fintype ι]
```

An occupation is a function `n : ι →₀ ℕ`. The arrow denotes finitely supported functions, which for finite `ι` are all functions from modes to natural numbers. The energy is additive, which is where the absence of interactions enters.

```lean
/-- The energy of the many-particle state with occupation numbers `n` in modes of energies `e`. -/
def energy (e : ι → ℝ) (n : ι →₀ ℕ) : ℝ := ∑ i, (n i : ℝ) * e i
```

The first lemma is the splitting of the Boltzmann factor. Its proof moves `-b` inside the sum, turns the exponential of a sum into a product, and identifies \(e^{-b n_i e_i}\) with \((e^{-b e_i})^{n_i}\) in each mode.

```lean
/-- The Boltzmann factor of an occupation-number state is a product of single-mode factors. -/
theorem boltzmann_factor (e : ι → ℝ) (b : ℝ) (n : ι →₀ ℕ) :
    Real.exp (-b * energy e n) = ∏ i, Real.exp (-b * e i) ^ (n i) := by
  rw [energy, Finset.mul_sum, Real.exp_sum]
  refine Finset.prod_congr rfl fun i _ => ?_
  rw [← Real.exp_nat_mul]
  congr 1
  ring
```

## Generating series that are inverse mode by mode

Both generating functions are formal power series, so \(t\), written `PowerSeries.X`, is never given a value and no convergence condition arises. The sign of `b` is unrestricted for the same reason.

```lean
/-- The generating series of the boson gas: a product of one geometric series per mode. -/
def bosonSeries (e : ι → ℝ) (b : ℝ) : PowerSeries ℝ :=
  ∏ i, PowerSeries.mk fun k => Real.exp (-b * e i) ^ k

/-- The signed generating series of the fermion gas: a product of one factor `1 - x t` per mode,
with `x` the Boltzmann factor of the mode. -/
def fermionSeries (e : ι → ℝ) (b : ℝ) : PowerSeries ℝ :=
  ∏ i, (1 - Real.exp (-b * e i) • (PowerSeries.X : PowerSeries ℝ))
```

The next proof merges the two products into one and shows that every factor equals 1. It compares coefficients, with one case for the constant term and one for the power `k + 1`, where the two contributions cancel as in the derivation above.

```lean
/-- The signed fermion series and the boson series are inverse to each other. -/
theorem fermionSeries_mul_bosonSeries (e : ι → ℝ) (b : ℝ) :
    fermionSeries e b * bosonSeries e b = 1 := by
  rw [fermionSeries, bosonSeries, ← Finset.prod_mul_distrib]
  refine Finset.prod_eq_one fun i _ => ?_
  -- in each mode the geometric series telescopes
  ext k
  rw [sub_mul, one_mul, smul_mul_assoc]
  rcases k with _ | k
  · rw [map_sub, map_smul, PowerSeries.coeff_zero_X_mul, PowerSeries.coeff_mk,
      PowerSeries.coeff_one]
    simp
  · rw [map_sub, map_smul, PowerSeries.coeff_succ_X_mul, PowerSeries.coeff_mk,
      PowerSeries.coeff_mk, PowerSeries.coeff_one]
    simp [pow_succ']
```

## Partition sums as coefficients

The set `Finset.finsuppAntidiag Finset.univ N` contains exactly the occupations with total particle number `N`. The boson sum runs over all of it.

```lean
variable [DecidableEq ι]

/-- The canonical partition sum of `N` ideal bosons: all occupations with `N` particles in total. -/
def bosonZ (e : ι → ℝ) (b : ℝ) (N : ℕ) : ℝ :=
  ∑ n ∈ Finset.finsuppAntidiag (Finset.univ : Finset ι) N, Real.exp (-b * energy e n)
```

The fermion sum keeps only occupations with `n i ≤ 1`. This condition is the Pauli principle, put in by definition; it stands for the antisymmetry of the many-fermion state. Neither sum is derived here from a trace over symmetrised or antisymmetrised wave functions.

```lean
/-- The canonical partition sum of `N` ideal fermions: occupations with `N` particles in total
and at most one particle in each mode. -/
def fermionZ (e : ι → ℝ) (b : ℝ) (N : ℕ) : ℝ :=
  ∑ n ∈ (Finset.finsuppAntidiag (Finset.univ : Finset ι) N).filter (fun n => ∀ i, n i ≤ 1),
    Real.exp (-b * energy e n)
```

For bosons, `PowerSeries.coeff_prod` expands the coefficient of a product over the same set of occupations that defines `bosonZ`. What remains is to match the terms, which the Boltzmann lemma does.

```lean
/-- The coefficients of the boson series are the canonical boson partition sums. -/
theorem coeff_bosonSeries (e : ι → ℝ) (b : ℝ) (N : ℕ) :
    PowerSeries.coeff N (bosonSeries e b) = bosonZ e b N := by
  rw [bosonSeries, PowerSeries.coeff_prod, bosonZ]
  refine Finset.sum_congr rfl fun n _ => ?_
  rw [boltzmann_factor]
  refine Finset.prod_congr rfl fun i _ => ?_
  rw [PowerSeries.coeff_mk]
```

For fermions, the auxiliary statement `mode` gives the coefficients of a single factor: \((-x)^k\) for \(k\le1\) and zero above. The proof then treats each occupation separately. If every mode holds at most one particle, the single-mode signs combine to \((-1)^N\). Otherwise some mode contributes a zero factor and the whole term disappears, in agreement with the restriction in `fermionZ`.

```lean
/-- The coefficients of the signed fermion series are the canonical fermion partition sums,
with the sign `(-1)^N`. -/
theorem coeff_fermionSeries (e : ι → ℝ) (b : ℝ) (N : ℕ) :
    PowerSeries.coeff N (fermionSeries e b) = (-1) ^ N * fermionZ e b N := by
  -- the coefficients of a single-mode factor: `(-x) ^ k` for `k ≤ 1` and zero above
  have mode : ∀ (x : ℝ) (k : ℕ),
      PowerSeries.coeff k (1 - x • (PowerSeries.X : PowerSeries ℝ))
        = if k ≤ 1 then (-x) ^ k else 0 := by
    intro x k
    rw [map_sub, map_smul, PowerSeries.coeff_one, PowerSeries.coeff_X]
    rcases k with _ | _ | k <;> simp
  rw [fermionSeries, PowerSeries.coeff_prod, fermionZ, Finset.sum_filter, Finset.mul_sum]
  refine Finset.sum_congr rfl fun n hn => ?_
  have hN : ∑ i, n i = N := (Finset.mem_finsuppAntidiag.mp hn).1
  simp only [mode]
  by_cases h : ∀ i, n i ≤ 1
  · -- the signs of the modes multiply to the sign of the particle number
    rw [if_pos h, boltzmann_factor, ← hN, ← Finset.prod_pow_eq_pow_sum,
      ← Finset.prod_mul_distrib]
    refine Finset.prod_congr rfl fun i _ => ?_
    rw [if_pos (h i), neg_pow (Real.exp (-b * e i))]
  · -- a mode with two or more particles makes the whole term zero
    rw [if_neg h, mul_zero]
    obtain ⟨i, hi⟩ := not_forall.mp h
    exact Finset.prod_eq_zero (Finset.mem_univ i) (if_neg hi)
```

## The reciprocity theorem

Taking the coefficient of \(t^N\) on both sides of \(F(t)B(t)=1\) produces a sum over pairs of particle numbers adding to `N`. The proof rewrites it as a sum over `k` in `Finset.range (N + 1)`, that is \(k=0,\dots,N\), and inserts the two coefficient lemmas.

```lean
/-- The alternating convolution of fermion and boson partition sums is one for `N = 0` and
zero for every other particle number. -/
theorem alternating_convolution (e : ι → ℝ) (b : ℝ) (N : ℕ) :
    ∑ k ∈ Finset.range (N + 1), (-1) ^ k * fermionZ e b k * bosonZ e b (N - k)
      = if N = 0 then 1 else 0 := by
  have h := congrArg (PowerSeries.coeff N) (fermionSeries_mul_bosonSeries e b)
  rw [PowerSeries.coeff_mul, Finset.Nat.sum_antidiagonal_eq_sum_range_succ_mk,
    PowerSeries.coeff_one] at h
  simp only [coeff_fermionSeries, coeff_bosonSeries] at h
  exact h
```

The hypothesis `1 ≤ N` selects the zero on the right-hand side. The theorem holds for every finite set of modes, including the empty one, and for all real energies and all real `b`. Infinite spectra, such as the full ladder of a harmonic trap, are not covered.

```lean
/-- Boson-fermion reciprocity: for `N ≥ 1` the alternating sum of products of canonical fermion
and boson partition sums with `N` particles in total vanishes. -/
theorem boson_fermion_reciprocity (e : ι → ℝ) (b : ℝ) (N : ℕ) (hN : 1 ≤ N) :
    ∑ k ∈ Finset.range (N + 1), (-1) ^ k * fermionZ e b k * bosonZ e b (N - k) = 0 := by
  rw [alternating_convolution, if_neg (by omega)]
```

## Recursion for the boson sums

The recursion applies the reciprocity to `N + 1` particles. `Finset.sum_range_succ'` splits off the term `k = 0`, in which `h0` replaces the fermion sum by 1. The statement `h2` pulls one minus sign out of the remaining terms, and `linarith` solves for the boson sum.

```lean
/-- The boson partition sum for `N + 1` particles is obtained from fermion partition sums and
the boson partition sums for at most `N` particles. -/
theorem bosonZ_recursion (e : ι → ℝ) (b : ℝ) (N : ℕ) :
    bosonZ e b (N + 1)
      = ∑ k ∈ Finset.range (N + 1), (-1) ^ k * fermionZ e b (k + 1) * bosonZ e b (N - k) := by
  have h0 : fermionZ e b 0 = 1 := by
    simp [fermionZ, energy, Finset.filter_singleton]
  have h := boson_fermion_reciprocity e b (N + 1) (by omega)
  -- split off the term without fermions
  rw [Finset.sum_range_succ'] at h
  simp only [pow_zero, one_mul, h0, Nat.sub_zero, Nat.add_sub_add_right] at h
  have h2 : ∑ k ∈ Finset.range (N + 1),
        (-1) ^ (k + 1) * fermionZ e b (k + 1) * bosonZ e b (N - k)
      = -∑ k ∈ Finset.range (N + 1),
        (-1) ^ k * fermionZ e b (k + 1) * bosonZ e b (N - k) := by
    rw [← Finset.sum_neg_distrib]
    refine Finset.sum_congr rfl fun k _ => ?_
    ring
  linarith
```

The vanishing of the fermion sum is a counting argument: if every mode holds at most one particle, the total is at most the number of modes, `Fintype.card ι`, which contradicts the assumption that `N` is larger.

```lean
/-- The fermion partition sum vanishes when there are more particles than modes. -/
theorem fermionZ_eq_zero (e : ι → ℝ) (b : ℝ) (N : ℕ) (h : Fintype.card ι < N) :
    fermionZ e b N = 0 := by
  rw [fermionZ]
  refine Finset.sum_eq_zero fun n hn => ?_
  exfalso
  obtain ⟨hn, h1⟩ := Finset.mem_filter.mp hn
  have hN : ∑ i, n i = N := (Finset.mem_finsuppAntidiag.mp hn).1
  have hle : ∑ i, n i ≤ ∑ _i : ι, (1 : ℕ) := Finset.sum_le_sum fun i _ => h1 i
  rw [Finset.sum_const, Finset.card_univ, smul_eq_mul, mul_one] at hle
  omega
```

In the shortened recursion, the omitted terms all contain more fermions than modes and vanish by the preceding lemma. The hypothesis `Fintype.card ι ≤ N + 1` ensures that `k ≤ N` in every remaining term. This matters because subtraction of natural numbers in Lean stops at zero, and `N - k` would otherwise no longer be the intended particle number.

```lean
/-- When the number of modes is at most `N + 1`, the recursion for the boson partition sum
needs only as many terms as there are modes. -/
theorem bosonZ_recursion_modes (e : ι → ℝ) (b : ℝ) (N : ℕ) (h : Fintype.card ι ≤ N + 1) :
    bosonZ e b (N + 1)
      = ∑ k ∈ Finset.range (Fintype.card ι),
          (-1) ^ k * fermionZ e b (k + 1) * bosonZ e b (N - k) := by
  rw [bosonZ_recursion]
  symm
  refine Finset.sum_subset
    (fun k hk => Finset.mem_range.mpr (lt_of_lt_of_le (Finset.mem_range.mp hk) h))
    fun k _ hk => ?_
  -- the omitted terms contain more fermions than modes
  have hk' : ¬ k < Fintype.card ι := fun hlt => hk (Finset.mem_range.mpr hlt)
  rw [fermionZ_eq_zero e b (k + 1) (by omega), mul_zero, zero_mul]

end

end CanonicalBosonFermion
```

```lean
#print axioms CanonicalBosonFermion.boson_fermion_reciprocity
#print axioms CanonicalBosonFermion.bosonZ_recursion_modes
```

```
'CanonicalBosonFermion.boson_fermion_reciprocity' depends on axioms: [propext, Classical.choice, Quot.sound]
'CanonicalBosonFermion.bosonZ_recursion_modes' depends on axioms: [propext, Classical.choice, Quot.sound]
```
